# Poisson weights and variance g² of the core-level spectrum in the Langreth model

`langreth_spectrum` concerns a core level coupled with strength g to a single undamped plasmon mode of frequency wp > 0, with a = g²/wp². It takes the cumulant C(t) = a(exp(−i wp t) + i wp t − 1) as given and states that, for every real t, exp(C(t)) is the sum over n = 0, 1, 2, … of exp(−a) aⁿ/n! times an oscillation exp(−i(n − a) wp t). It also states that these weights sum to one, and that the peak positions (n − a) wp, averaged with them, have mean zero and variance g². The proof takes the series and the normalisation from earlier lemmas, computes the mean and mean square of n, and combines these sums to get the two moments of the peak positions.

The failing Lean file:

```lean
import Mathlib

open Complex (I)

namespace LangrethSpectrum

noncomputable section

/-- The dimensionless coupling `a = g² / wp²` of a core level to a plasmon of frequency
`wp ≠ 0`. -/
def coupling (g wp : ℝ) : ℝ := g ^ 2 / wp ^ 2

/-- The cumulant `C(t) = a (exp(-i wp t) + i wp t - 1)`. -/
def cumulant (a wp t : ℝ) : ℂ :=
  (a : ℂ) * (Complex.exp (-(I * wp * t)) + I * wp * t - 1)

/-- The weight `exp(-a) aⁿ / n!` of the peak with `n` plasmons. -/
def weight (a : ℝ) (n : ℕ) : ℝ := Real.exp (-a) * a ^ n / (n.factorial : ℝ)

/-- The position `(n - a) wp` of the peak with `n` plasmons. -/
def peak (a wp : ℝ) (n : ℕ) : ℝ := ((n : ℝ) - a) * wp

/-- The exponential of the cumulant is a sum of undamped oscillations at the peak positions,
each with its weight. -/
theorem satellite_series (a wp t : ℝ) :
    HasSum (fun n : ℕ => (weight a n : ℂ) * Complex.exp (-(I * (peak a wp n : ℂ) * t)))
      (Complex.exp (cumulant a wp t)) := by
  -- exponential series in the variable `a exp(-i wp t)`
  have hs : HasSum (fun n : ℕ =>
      ((a : ℂ) * Complex.exp (-(I * wp * t))) ^ n / (n.factorial : ℂ))
      (Complex.exp ((a : ℂ) * Complex.exp (-(I * wp * t)))) := by
    rw [Complex.exp_eq_exp_ℂ]
    exact NormedSpace.expSeries_div_hasSum_exp _
  have h : HasSum (fun n : ℕ => Complex.exp (-(a : ℂ)) * Complex.exp (I * a * wp * t) *
      (((a : ℂ) * Complex.exp (-(I * wp * t))) ^ n / (n.factorial : ℂ)))
      (Complex.exp (-(a : ℂ)) * Complex.exp (I * a * wp * t) *
        Complex.exp ((a : ℂ) * Complex.exp (-(I * wp * t)))) := hs.mul_left _
  convert h using 1
  · funext n
    have he : Complex.exp (-(I * (peak a wp n : ℂ) * t)) =
        Complex.exp (I * a * wp * t) * Complex.exp (-(I * wp * t)) ^ n := by
      rw [← Complex.exp_nat_mul, ← Complex.exp_add]
      congr 1
      unfold peak
      push_cast
      ring
    rw [he]
    unfold weight
    push_cast
    rw [mul_pow]
    ring
  · rw [← Complex.exp_add, ← Complex.exp_add]
    congr 1
    unfold cumulant
    ring

/-- The weights of all peaks sum to one. -/
theorem weight_sum (a : ℝ) : HasSum (weight a) 1 := by
  have hs : HasSum (fun n : ℕ => a ^ n / (n.factorial : ℝ)) (Real.exp a) := by
    rw [Real.exp_eq_exp_ℝ]
    exact NormedSpace.expSeries_div_hasSum_exp _
  have h : HasSum (fun n : ℕ => Real.exp (-a) * (a ^ n / (n.factorial : ℝ)))
      (Real.exp (-a) * Real.exp a) := hs.mul_left _
  convert h using 1
  · funext n
    unfold weight
    ring
  · rw [← Real.exp_add, neg_add_cancel, Real.exp_zero]

/-- Ladder relation between neighbouring peaks: `(n + 1) p_{n+1} = a p_n`. -/
theorem weight_ladder (a : ℝ) (n : ℕ) :
    ((n : ℝ) + 1) * weight a (n + 1) = a * weight a n := by
  unfold weight
  rw [Nat.factorial_succ]
  push_cast
  rw [mul_div_assoc', mul_div_assoc', div_eq_div_iff (by positivity) (by positivity)]
  ring

/-- If the average of `f(n + 1)` over the peaks converges to `s`, then the average of `n f(n)`
converges to `a s`. -/
theorem average_shift (a s : ℝ) (f : ℕ → ℝ)
    (h : HasSum (fun n => weight a n * f (n + 1)) s) :
    HasSum (fun n : ℕ => (n : ℝ) * weight a n * f n) (a * s) := by
  have h2 : (fun n : ℕ => ((n + 1 : ℕ) : ℝ) * weight a (n + 1) * f (n + 1)) =
      fun n => a * (weight a n * f (n + 1)) := by
    funext n
    push_cast
    linear_combination f (n + 1) * weight_ladder a n
  -- the peak without plasmons does not contribute
  rw [← hasSum_nat_add_iff' 1]
  simp only [Finset.sum_range_one, Nat.cast_zero, zero_mul, sub_zero]
  rw [h2]
  exact h.mul_left a

/-- Langreth model: for `wp > 0` and `a = g² / wp²` the exponential of the cumulant is a series
of peaks at `(n - a) wp` with weights `exp(-a) aⁿ / n!`. The weights sum to one, and the peak
positions have mean zero and variance `g²`. -/
theorem langreth_spectrum (g wp : ℝ) (hwp : 0 < wp) :
    (∀ t : ℝ, HasSum (fun n : ℕ => (weight (coupling g wp) n : ℂ) *
        Complex.exp (-(I * (peak (coupling g wp) wp n : ℂ) * t)))
      (Complex.exp (cumulant (coupling g wp) wp t))) ∧
    HasSum (weight (coupling g wp)) 1 ∧
    HasSum (fun n => weight (coupling g wp) n * peak (coupling g wp) wp n) 0 ∧
    HasSum (fun n => weight (coupling g wp) n * peak (coupling g wp) wp n ^ 2) (g ^ 2) := by
  have hc : coupling g wp * wp ^ 2 = g ^ 2 :=
    div_mul_cancel₀ _ (pow_ne_zero 2 hwp.ne')
  generalize coupling g wp = a at hc ⊢
  have m0 := weight_sum a
  -- mean number of plasmons
  have m1 : HasSum (fun n : ℕ => (n : ℝ) * weight a n) a := by
    simpa using average_shift a 1 (fun _ => 1) (by simpa using m0)
  -- mean square number of plasmons
  have m2 : HasSum (fun n : ℕ => (n : ℝ) * weight a n * (n : ℝ)) (a * (a + 1)) := by
    refine average_shift a (a + 1) (fun n => (n : ℝ)) ?_
    convert m1.add m0 using 1
    funext n
    push_cast
    ring
  refine ⟨satellite_series a wp, m0, ?_, ?_⟩
  · convert (m1.sub (m0.mul_left a)).mul_left wp using 1
    · funext n
      unfold peak
      ring
    · ring
  · convert ((m2.sub (m1.mul_left (2 * a))).add (m0.mul_left (a ^ 2))).mul_left (wp ^ 2) using 1
    · funext n
      unfold peak
      ring
    · linear_combination -hc

end

end LangrethSpectrum
```

The error:

```
Main.lean:121:6: error: Tactic `apply` failed: could not unify the conclusion of `@funext`
  ?f = ?g
with the goal
  Real.instAddCommMonoid =
    CommRing.toNonUnitalCommRing.toNonUnitalNonAssocCommRing.toNonUnitalNonAssocSemiring.toAddCommMonoid

Note: The full type of `@funext` is
  ∀ {α : Sort ?u.136} {β : α → Sort ?u.135} {f g : (x : α) → β x}, (∀ (x : α), f x = g x) → f = g

case e'_3
g wp : ℝ
hwp : 0 < wp
a : ℝ
hc : a * wp ^ 2 = g ^ 2
m0 : HasSum (weight a) 1
m1 : HasSum (fun n => ↑n * weight a n) a
m2 : HasSum (fun n => ↑n * weight a n * ↑n) (a * (a + 1))
⊢ Real.instAddCommMonoid =
    CommRing.toNonUnitalCommRing.toNonUnitalNonAssocCommRing.toNonUnitalNonAssocSemiring.toAddCommMonoid
Try this:
  [apply] ring_nf
  
  The `ring` tactic failed to close the goal. Use `ring_nf` to obtain a normal form.
    
  Note that `ring` works primarily in *commutative* rings. If you have a noncommutative ring, abelian group or module, consider using `noncomm_ring`, `abel` or `module` instead.
Main.lean:124:4: error: unsolved goals
case e'_5
g wp : ℝ
hwp : 0 < wp
a : ℝ
hc : a * wp ^ 2 = g ^ 2
m0 : HasSum (weight a) 1
m1 : HasSum (fun n => ↑n * weight a n) a
m2 : HasSum (fun n => ↑n * weight a n * ↑n) (a * (a + 1))
⊢ (fun n => weight a n * peak a wp n) = fun i => wp * ↑i * weight a i - wp * weight a i * a
Main.lean:120:2: error: unsolved goals
case e'_6
g wp : ℝ
hwp : 0 < wp
a : ℝ
hc : a * wp ^ 2 = g ^ 2
m0 : HasSum (weight a) 1
m1 : HasSum (fun n => ↑n * weight a n) a
m2 : HasSum (fun n => ↑n * weight a n * ↑n) (a * (a + 1))
⊢ 0 = wp * (a - a * 1)
Main.lean:126:6: error: Tactic `apply` failed: could not unify the conclusion of `@funext`
  ?f = ?g
with the goal
  Real.instAddCommMonoid =
    CommRing.toNonUnitalCommRing.toNonUnitalNonAssocCommRing.toNonUnitalNonAssocSemiring.toAddCommMonoid

Note: The full type of `@funext` is
  ∀ {α : Sort ?u.171} {β : α → Sort ?u.170} {f g : (x : α) → β x}, (∀ (x : α), f x = g x) → f = g

case e'_3
g wp : ℝ
hwp : 0 < wp
a : ℝ
hc : a * wp ^ 2 = g ^ 2
m0 : HasSum (weight a) 1
m1 : HasSum (fun n => ↑n * weight a n) a
m2 : HasSum (fun n => ↑n * weight a n * ↑n) (a * (a + 1))
⊢ Real.instAddCommMonoid =
    CommRing.toNonUnitalCommRing.toNonUnitalNonAssocCommRing.toNonUnitalNonAssocSemiring.toAddCommMonoid
Main.lean:129:25: error: Application type mismatch: The argument
  Eq.symm hc
has type
  g ^ 2 = a * wp ^ 2
but is expected to have type
  ?m.661 = ?m.663
in the application
  Mathlib.Tactic.LinearCombination.eq_of_eq (Eq.symm hc)
Main.lean:125:2: error: unsolved goals
case e'_6
g wp : ℝ
hwp : 0 < wp
a : ℝ
hc : a * wp ^ 2 = g ^ 2
m0 : HasSum (weight a) 1
m1 : HasSum (fun n => ↑n * weight a n) a
m2 : HasSum (fun n => ↑n * weight a n * ↑n) (a * (a + 1))
⊢ g ^ 2 = wp ^ 2 * (a * (a + 1) - 2 * a * a + a ^ 2 * 1)
```

This version goes through:

```diff
@@ -118,10 +118,16 @@
     ring
   refine ⟨satellite_series a wp, m0, ?_, ?_⟩
-  · convert (m1.sub (m0.mul_left a)).mul_left wp using 1
+  · have h : HasSum (fun n : ℕ => wp * ((n : ℝ) * weight a n - a * weight a n))
+        (wp * (a - a * 1)) := (m1.sub (m0.mul_left a)).mul_left wp
+    convert h using 1
     · funext n
       unfold peak
       ring
     · ring
-  · convert ((m2.sub (m1.mul_left (2 * a))).add (m0.mul_left (a ^ 2))).mul_left (wp ^ 2) using 1
+  · have h : HasSum (fun n : ℕ => wp ^ 2 * ((n : ℝ) * weight a n * (n : ℝ)
+          - 2 * a * ((n : ℝ) * weight a n) + a ^ 2 * weight a n))
+        (wp ^ 2 * (a * (a + 1) - 2 * a * a + a ^ 2 * 1)) :=
+      ((m2.sub (m1.mul_left (2 * a))).add (m0.mul_left (a ^ 2))).mul_left (wp ^ 2)
+    convert h using 1
     · funext n
       unfold peak
```

What went wrong. In both moment proofs, `convert` is given a term ending in `.mul_left`. The type Lean infers for that term reaches the addition on ℝ through the ring structure, while the goal uses `Real.instAddCommMonoid`. `convert` does not identify the two by itself and leaves their equality as an extra first goal.

Every bullet then meets the wrong goal. `funext n` gets the equality of instances, which is not an equality of functions. The next bullet gets the equality of summands, still without `funext` and `unfold peak`: `ring` cannot close it, and `linear_combination -hc` fails because `hc` equates real numbers, not functions. The equality of the sums is left without a bullet, hence the `case e'_6` errors.

The repair first states each combined sum as `h`, with its type written out. Lean now chooses the instance from that statement, as it does for the goal, and accepts the old term as a proof because the two instances are equal by definition. `convert h using 1` then leaves only the summands and the sums, in the order the unchanged bullets expect.
